# Hartree and exchange energies of a Slater determinant on a finite grid: with strictly positive repulsion between distinct points, they cancel exactly when N is 0 or 1

Let c be the one-particle density matrix of N electrons in a single Slater determinant on a finite grid, normalised so that Σ_x c(x,x) = N. A grid point x includes the spin label, unless all electrons have the same spin. Let v(x,y) be a real pair interaction that is strictly positive whenever x ≠ y. The Hartree-plus-exchange energy

    E = ½ Σ_x Σ_y v(x,y) ( c(x,x) c(y,y) − |c(x,y)|² )

is zero if and only if N = 0 or N = 1.

For one electron, the Hartree term is a spurious repulsion of the electron with itself, and exchange removes it completely. Approximate exchange functionals in density functional theory generally lack this cancellation; the result here concerns the exact exchange of one determinant on a finite grid.

## The grid, the pair density and the energy

```lean
import Mathlib

open Finset

namespace SelfInteractionCancellation

noncomputable section

variable {G : Type*} [Fintype G]
```

The first lines load the mathematical library Mathlib and fix a finite set `G`, whose elements are the grid points. A point may carry a spin label as well as a position. There is no spacing, geometry or boundary condition.

```lean
/-- The pair density of a Slater determinant with one-particle density matrix `c`:
the product of the densities at `x` and `y` minus the exchange term. -/
def pairDensity (c : Matrix G G ℂ) (x y : G) : ℝ :=
  (c x x).re * (c y y).re - ‖c x y‖ ^ 2
```

A definition in Lean gives a name to an expression. Here `c` is a complex matrix with rows and columns labelled by grid points, and for two points x and y the pair density is

    P(x,y) = c(x,x) c(y,y) − |c(x,y)|².

The first term is the product of the densities at the two points, and the second is the exchange term. Lean writes `(c x x).re`, the real part, because the entries of `c` are complex while P is to be a real number. For a Hermitian matrix the diagonal is real already, so nothing is lost.

```lean
/-- The Hartree-plus-exchange energy of the density matrix `c` for the pair interaction `v`. -/
def interactionEnergy (v : G → G → ℝ) (c : Matrix G G ℂ) : ℝ :=
  1 / 2 * ∑ x, ∑ y, v x y * pairDensity c x y
```

This is the energy E from the opening, with `v` a real function of two points. The sum runs over ordered pairs, so each pair of distinct points occurs twice, and the factor ½ corrects for that. The terms with x = y are included.

## What idempotency says about the density

```lean
/-- For a Slater determinant, the density at a point is the sum over the grid of the squared moduli
of the density matrix elements in that row. -/
theorem density_eq_sum {c : Matrix G G ℂ} (hc : c.IsHermitian) (hi : c * c = c) (x : G) :
    (c x x).re = ∑ y, ‖c x y‖ ^ 2 := by
  have h := congrFun (congrFun hi x) x
  rw [Matrix.mul_apply] at h
  rw [← h, Complex.re_sum]
  apply Finset.sum_congr rfl
  intro y _
  have hy : c y x = star (c x y) := (hc.apply y x).symm
  rw [hy, Complex.star_def, Complex.mul_conj, Complex.ofReal_re, Complex.normSq_eq_norm_sq]
```

A theorem in Lean lists its hypotheses before the colon and its claim after it; the proof follows `:= by`. The hypothesis `hc` says that c is Hermitian, and `hi` says that c·c = c. Together they make c the projector onto the occupied orbitals, which is how a single determinant appears at the level of the density matrix.

By hand, take the diagonal entry of c·c = c at x and use c(y,x) = conj c(x,y):

    c(x,x) = Σ_y c(x,y) c(y,x) = Σ_y |c(x,y)|².

The proof does the same. `Matrix.mul_apply` writes out the matrix product, `hy` is the Hermitian relation, and the last line turns a number times its conjugate into a squared modulus.

```lean
/-- The pair density of a Slater determinant is nowhere negative. -/
theorem pairDensity_nonneg {c : Matrix G G ℂ} (hc : c.IsHermitian) (hi : c * c = c)
    (x y : G) : 0 ≤ pairDensity c x y := by
  have h := congrFun (congrFun hi x) y
  rw [Matrix.mul_apply] at h
  -- the matrix element is an overlap of two rows of `c`
  have h1 : ‖c x y‖ ≤ ∑ z, ‖c x z‖ * ‖c y z‖ := by
    calc ‖c x y‖ = ‖∑ z, c x z * c z y‖ := by rw [h]
      _ ≤ ∑ z, ‖c x z * c z y‖ := norm_sum_le _ _
      _ = ∑ z, ‖c x z‖ * ‖c y z‖ := by
        apply Finset.sum_congr rfl
        intro z _
        have hz : c z y = star (c y z) := (hc.apply z y).symm
        rw [norm_mul, hz, norm_star]
  -- Cauchy-Schwarz bounds the square of that sum by a product of two sums of squares
  have h2 := Finset.sum_mul_sq_le_sq_mul_sq Finset.univ
    (fun z => ‖c x z‖) (fun z => ‖c y z‖)
  have h3 := pow_le_pow_left₀ (norm_nonneg (c x y)) h1 2
  unfold pairDensity
  rw [density_eq_sum hc hi x, density_eq_sum hc hi y]
  exact sub_nonneg.2 (h3.trans h2)
```

The claim is P(x,y) ≥ 0 for all x and y. Start from the entry of c·c = c at (x,y), and use the triangle inequality and |c(z,y)| = |c(y,z)|:

    |c(x,y)| = |Σ_z c(x,z) c(z,y)| ≤ Σ_z |c(x,z)| |c(y,z)|.

Square this and apply the Cauchy-Schwarz inequality:

    |c(x,y)|² ≤ ( Σ_z |c(x,z)|² ) ( Σ_z |c(y,z)|² ) = c(x,x) c(y,y).

The last equality is the previous theorem, used at x and at y. In the Lean proof, `h1` is the first line, `h2` is Cauchy-Schwarz and `h3` is the squaring. The final step chains `h3` and `h2`.

```lean
/-- The pair density vanishes when the two points coincide. -/
theorem pairDensity_self {c : Matrix G G ℂ} (hc : c.IsHermitian) (hi : c * c = c) (x : G) :
    pairDensity c x x = 0 := by
  apply le_antisymm _ (pairDensity_nonneg hc hi x x)
  unfold pairDensity
  rw [Complex.sq_norm, Complex.normSq_apply]
  nlinarith [mul_self_nonneg (c x x).im]
```

At coincident points the exchange term equals the product of the densities:

    P(x,x) = c(x,x)² − |c(x,x)|² = 0,

because c(x,x) is real. This is the Pauli principle for two electrons at the same point with the same spin label. Lean takes a slightly different route: the square of a real part never exceeds the squared modulus, so P(x,x) ≤ 0, and the previous theorem gives P(x,x) ≥ 0.

## Counting pairs

```lean
/-- For a Slater determinant of `N` electrons the pair density sums to `N ^ 2 - N`. -/
theorem sum_pairDensity {c : Matrix G G ℂ} (hc : c.IsHermitian) (hi : c * c = c)
    {N : ℕ} (ht : c.trace = N) :
    ∑ x, ∑ y, pairDensity c x y = (N : ℝ) ^ 2 - N := by
  have hs : ∑ x, (c x x).re = (N : ℝ) := by
    have h := congrArg Complex.re ht
    simpa [Matrix.trace] using h
  have h1 : ∑ x, ∑ y, (c x x).re * (c y y).re = (N : ℝ) * N := by
    rw [← Finset.sum_mul_sum, hs]
  have h2 : ∑ x, ∑ y, ‖c x y‖ ^ 2 = (N : ℝ) := by
    rw [← hs]
    exact Finset.sum_congr rfl fun x _ => (density_eq_sum hc hi x).symm
  simp only [pairDensity, Finset.sum_sub_distrib]
  rw [h1, h2]
  ring
```

The new hypothesis `ht` says that the trace of c is N, where `N : ℕ` is a natural number. The trace is the sum of the density over the grid, so N is the number of electrons. The two parts of P are summed separately:

    Σ_x Σ_y c(x,x) c(y,y) = ( Σ_x c(x,x) )² = N²

    Σ_x Σ_y |c(x,y)|² = Σ_x c(x,x) = N.

The second line uses the formula for the density again. The difference is

    Σ_x Σ_y P(x,y) = N² − N = N(N − 1),

the number of ordered pairs of different electrons. In the proof, `hs` is the trace condition in real numbers, and `h1` and `h2` are the two displayed sums.

```lean
/-- For a Slater determinant with at most one electron, the Hartree and exchange terms cancel at
every pair of points. -/
theorem pairDensity_eq_zero {c : Matrix G G ℂ} (hc : c.IsHermitian) (hi : c * c = c)
    {N : ℕ} (ht : c.trace = N) (hN : N = 0 ∨ N = 1) (x y : G) :
    pairDensity c x y = 0 := by
  have hsum : ∑ x, ∑ y, pairDensity c x y = 0 := by
    rw [sum_pairDensity hc hi ht]
    rcases hN with h | h <;> simp [h]
  -- a nonnegative function with zero sum vanishes everywhere
  have hx := (Finset.sum_eq_zero_iff_of_nonneg (fun x _ =>
    Finset.sum_nonneg fun y _ => pairDensity_nonneg hc hi x y)).1 hsum x (Finset.mem_univ x)
  exact (Finset.sum_eq_zero_iff_of_nonneg (fun y _ =>
    pairDensity_nonneg hc hi x y)).1 hx y (Finset.mem_univ y)
```

For N = 0 or N = 1 the total N² − N is zero. A sum of nonnegative numbers is zero only if each of them is zero, so P(x,y) = 0 at every pair of points. The proof applies this twice, first to the sum over x and then to the sum over y. The cancellation is therefore pointwise, and it holds whatever the interaction is.

## When the energy vanishes

```lean
/-- For an interaction that is strictly positive between distinct points, the Hartree-plus-exchange
energy of a Slater determinant of `N` electrons vanishes if and only if `N` is zero or one. -/
theorem interactionEnergy_eq_zero_iff {c : Matrix G G ℂ} (hc : c.IsHermitian)
    (hi : c * c = c) {N : ℕ} (ht : c.trace = N) {v : G → G → ℝ}
    (hv : ∀ x y, x ≠ y → 0 < v x y) :
    interactionEnergy v c = 0 ↔ N = 0 ∨ N = 1 := by
  constructor
  · intro h
    have hterm : ∀ x y, 0 ≤ v x y * pairDensity c x y := by
      intro x y
      by_cases hxy : x = y
      · rw [← hxy, pairDensity_self hc hi, mul_zero]
      · exact mul_nonneg (hv x y hxy).le (pairDensity_nonneg hc hi x y)
    have hsum : ∑ x, ∑ y, v x y * pairDensity c x y = 0 := by
      unfold interactionEnergy at h
      linarith
    -- every pair contributes zero, so the pair density itself vanishes
    have hp : ∀ x y, pairDensity c x y = 0 := by
      intro x y
      by_cases hxy : x = y
      · rw [← hxy, pairDensity_self hc hi]
      · have hx := (Finset.sum_eq_zero_iff_of_nonneg (fun x _ =>
          Finset.sum_nonneg fun y _ => hterm x y)).1 hsum x (Finset.mem_univ x)
        have hy := (Finset.sum_eq_zero_iff_of_nonneg (fun y _ =>
          hterm x y)).1 hx y (Finset.mem_univ y)
        exact (mul_eq_zero.1 hy).resolve_left (hv x y hxy).ne'
    -- the sum rule now fixes the electron number
    have hN := sum_pairDensity hc hi ht
    simp only [hp, Finset.sum_const_zero] at hN
    have hN' : (N : ℝ) * ((N : ℝ) - 1) = 0 := by linarith
    rcases mul_eq_zero.1 hN' with h0 | h1
    · left
      exact_mod_cast h0
    · right
      exact_mod_cast sub_eq_zero.1 h1
  · intro hN
    simp [interactionEnergy, pairDensity_eq_zero hc hi ht hN]
```

This is the main result. The hypothesis `hv` reads: for all x and y, if x ≠ y then v(x,y) > 0. It stands for a repulsion that reaches every pair of distinct points. If points carry spin, this includes two opposite spins at the same position, where a bare Coulomb interaction would have to be replaced by a finite positive value. The function v need not be symmetric, and its values v(x,x) are arbitrary because they multiply P(x,x) = 0.

The symbol `↔` means "if and only if", and `constructor` splits it into two directions.

Suppose first that E = 0. Every term v(x,y) P(x,y) is nonnegative: for x = y it is zero, and for x ≠ y it is a product of a positive and a nonnegative number. This is `hterm`. Since the terms sum to zero, each is zero. For x ≠ y we may divide by v(x,y) > 0 and obtain P(x,y) = 0; for x = y this is known. This is `hp`. The pair count then gives

    0 = Σ_x Σ_y P(x,y) = N(N − 1),

so N = 0 or N = 1. The tactic `exact_mod_cast` carries this conclusion from real numbers back to natural numbers.

Conversely, if N = 0 or N = 1, then P vanishes everywhere by the previous theorem, and so does E.

For two or more electrons the energy is thus nonzero. That remainder is the repulsion between different electrons, not a leftover self-interaction.

```lean
/-- If the interaction between distinct points is at least `m`, the Hartree-plus-exchange energy of
a Slater determinant of `N` electrons is at least `m` times the number of electron pairs. -/
theorem interactionEnergy_ge {c : Matrix G G ℂ} (hc : c.IsHermitian) (hi : c * c = c)
    {N : ℕ} (ht : c.trace = N) {v : G → G → ℝ} {m : ℝ}
    (hv : ∀ x y, x ≠ y → m ≤ v x y) :
    m * (((N : ℝ) ^ 2 - N) / 2) ≤ interactionEnergy v c := by
  have h1 : ∑ x, ∑ y, m * pairDensity c x y ≤ ∑ x, ∑ y, v x y * pairDensity c x y := by
    apply Finset.sum_le_sum
    intro x _
    apply Finset.sum_le_sum
    intro y _
    by_cases hxy : x = y
    · rw [← hxy, pairDensity_self hc hi, mul_zero, mul_zero]
    · exact mul_le_mul_of_nonneg_right (hv x y hxy) (pairDensity_nonneg hc hi x y)
  simp only [← Finset.mul_sum] at h1
  rw [sum_pairDensity hc hi ht] at h1
  unfold interactionEnergy
  linarith
```

This theorem turns "nonzero" into a bound. If v(x,y) ≥ m for all x ≠ y, then

    E ≥ m N(N − 1)/2,

that is, at least m for each pair of electrons. For x ≠ y, multiply v(x,y) ≥ m by P(x,y) ≥ 0; for x = y both sides are zero. Summing and halving gives the bound. The number m may have either sign.

## Two localised electrons

```lean
variable [DecidableEq G]

/-- For distinct grid points `a` and `b`, the density matrix of two electrons, one localised at each
point. -/
def localizedPair (a b : G) : Matrix G G ℂ :=
  Matrix.diagonal fun x => (if x = a then 1 else 0) + (if x = b then 1 else 0)
```

The matrix `localizedPair a b` is diagonal. For a ≠ b it has the entry 1 at a and at b and 0 elsewhere, which describes one electron sitting on each of the two points.

```lean
/-- For distinct points, `localizedPair a b` is a Hermitian idempotent of trace two, and its
Hartree-plus-exchange energy is the mean of `v a b` and `v b a`. -/
theorem localizedPair_witness {a b : G} (hab : a ≠ b) (v : G → G → ℝ) :
    (localizedPair a b).IsHermitian ∧
    localizedPair a b * localizedPair a b = localizedPair a b ∧
    (localizedPair a b).trace = (2 : ℕ) ∧
    interactionEnergy v (localizedPair a b) = (v a b + v b a) / 2 := by
  have hba : b ≠ a := hab.symm
  have hc : (localizedPair a b).IsHermitian := by
    unfold Matrix.IsHermitian
    rw [localizedPair, Matrix.diagonal_conjTranspose]
    congr 1
    funext x
    by_cases h1 : x = a <;> by_cases h2 : x = b <;> simp [h1, h2, hab, hba]
  have hi : localizedPair a b * localizedPair a b = localizedPair a b := by
    rw [localizedPair, Matrix.diagonal_mul_diagonal]
    congr 1
    funext x
    by_cases h1 : x = a <;> by_cases h2 : x = b <;> simp [h1, h2, hab, hba]
  refine ⟨hc, hi, ?_, ?_⟩
  · rw [localizedPair, Matrix.trace_diagonal, Finset.sum_add_distrib]
    norm_num
  · -- only the ordered pairs `(a, b)` and `(b, a)` contribute
    have key : ∀ x y, v x y * pairDensity (localizedPair a b) x y =
        (if y = b then (if x = a then v a b else 0) else 0) +
        (if y = a then (if x = b then v b a else 0) else 0) := by
      intro x y
      by_cases hxy : x = y
      · subst hxy
        rw [pairDensity_self hc hi]
        by_cases h1 : x = a <;> by_cases h2 : x = b <;> simp_all
      · by_cases h1 : x = a <;> by_cases h2 : x = b <;> by_cases h3 : y = a <;>
          by_cases h4 : y = b <;>
          simp_all [pairDensity, localizedPair]
    unfold interactionEnergy
    simp only [key, Finset.sum_add_distrib, Finset.sum_ite_eq', Finset.mem_univ, if_true]
    ring

end

end SelfInteractionCancellation
```

The symbol `∧` means "and", so there are four claims: for a ≠ b the matrix is Hermitian, it is idempotent, its trace is 2, and

    E = ( v(a,b) + v(b,a) ) / 2.

The first three hold because the matrix is diagonal with entries 0 and 1, exactly two of them equal to 1. For the energy, P(a,b) = P(b,a) = 1·1 − 0 = 1, while P(a,a) = P(b,b) = 1 − 1 = 0 and all other values are zero. The Hartree sum contains a self-repulsion v(a,a)/2 and v(b,b)/2 for the two electrons; exchange removes both and leaves the mutual repulsion. In the proof, `key` records which ordered pairs contribute, by going through the cases in which x and y equal a or b.

Here v is arbitrary. If v(a,b) = v(b,a) = 0, the Hartree-plus-exchange energy of these two electrons is zero, so the main theorem would fail if v were only required to be nonnegative. A Hubbard interaction, which acts only between opposite spins on the same site, is such a case: two electrons localised on different sites do not feel each other.

## The smallest grids

On a grid with a single point, c is a number with c² = c, so c is 0 or 1 and N is 0 or 1. There are no distinct points, the condition on v is empty, and E = 0 in both cases, as the theorem says. A second electron first fits on a grid of two points a and b. There c is the identity matrix, and E is the mean of v(a,b) and v(b,a), which is positive under the hypothesis of the main theorem.

## Starting from orbitals

The determinant could also be described by N orthonormal orbitals φ_1, …, φ_N, with

    c(x,y) = Σ_i φ_i(x) conj φ_i(y).

Hermiticity, idempotency and the trace would then be consequences instead of hypotheses, and the pair density would be a sum of squares,

    P(x,y) = ½ Σ_i Σ_j |φ_i(x) φ_j(y) − φ_j(x) φ_i(y)|²,

so that its nonnegativity would need no Cauchy-Schwarz inequality. The price is that many sets of orbitals, related by unitary rotations, describe the same state, whereas the density matrix is unique.

```lean
#print axioms SelfInteractionCancellation.interactionEnergy_eq_zero_iff
#print axioms SelfInteractionCancellation.interactionEnergy_ge
```

```
'SelfInteractionCancellation.interactionEnergy_eq_zero_iff' depends on axioms: [propext, Classical.choice, Quot.sound]
'SelfInteractionCancellation.interactionEnergy_ge' depends on axioms: [propext, Classical.choice, Quot.sound]
```
